# Fixed-atom counts of all powers determine a permutation of finitely many atoms up to relabelling

A program that compares symmetry operations by the number of atoms they leave in place can confuse two different operations. On the four atoms of a square, a quarter turn and a half turn about the central axis both leave no atom in place. Yet the quarter turn moves the atoms round one cycle of four, and the half turn exchanges them in two pairs. The squares of the operations tell them apart: the squared quarter turn still fixes no atom, while the squared half turn fixes all four.

For a single operation, the counts for all powers determine the permutation up to a relabelling of the atoms. A quarter turn and its inverse still have equal counts, and a relabelling turns one into the other. Let $p$ and $q$ permute finite sets of atoms $\alpha$ and $\beta$, and let $\chi(p)$ be the number of atoms that $p$ leaves in place. Then

$$\chi(p^k)=\chi(q^k)\ \text{for all } k\ge 1 \iff \text{some bijection } e:\alpha\to\beta \text{ satisfies } e(p(a))=q(e(a)) \text{ for all } a.$$

If both operations act on the same set, the powers $1\le k\le|\alpha|$ are enough to give the relabelling $e$.

## Traces over one s function per atom

In a basis with one s function per atom, the same for all atoms of an element, a symmetry operation acts by the matrix $P_{ij}=1$ if $p(j)=i$ and $0$ otherwise. Its trace is $\chi(p)$, called the character of $p$. If the traces of $P,P^2,P^3,\dots$ are equal for two operations, the operations permute the atoms in the same way up to atom numbering. They can still be different operations in space: in a planar molecule, the identity and the reflection in the molecular plane both leave every atom in place.

Allene, C₃H₄, shows the calculation. Its $S_4$ operation fixes the central carbon, exchanges the outer carbons and moves the four hydrogens round a cycle. The first four powers leave $1, 3, 1, 7$ atoms in place. Let $N_n$ be the number of atoms that first return after $n$ applications. Then

$$N_1=1,\quad N_2=3-1=2,\quad N_3=1-1=0,\quad N_4=7-1-2=4.$$

These account for all seven atoms: one fixed atom, one pair and one cycle of four, recovered from the traces alone.

## From fixed atoms to cycles

The period of an atom $a$ is the smallest $t\ge1$ with $p^t(a)=a$. Write $k=ut+v$ with $0\le v<t$. Then $p^k(a)=p^v(a)$, which equals $a$ only if $v=0$. So $p^k$ fixes $a$ exactly when $t$ divides $k$, and sorting the fixed atoms by period gives

$$\chi(p^k)=\sum_{d\mid k}N_d(p).$$

Separating the term $d=n$ in the sum for $k=n$ gives

$$N_n(p)=\chi(p^n)-\sum_{d\mid n,\ d<n}N_d(p).$$

If the characters of $p$ and $q$ agree for all powers up to $m$, induction on $n$ gives $N_n(p)=N_n(q)$ for $1\le n\le m$.

An atom of period $n$ lies on a cycle of length $n$, and each such cycle holds $n$ atoms. With $c_n$ the number of these cycles, $N_n=n\,c_n$, so $p$ and $q$ have equally many cycles of each length. On a single set no cycle is longer than $|\alpha|$, which is why the powers up to $|\alpha|$ suffice.

Now pair each cycle of $p$ with a cycle of $q$ of the same length, fixed atoms included. Choose a starting atom $a$ on one and $b$ on the other, and set $e(p^j(a))=q^j(b)$. The equal lengths make this well defined and one-to-one, and it satisfies $e(p(x))=q(e(x))$ for every atom $x$.

For two different sets, let $L$ be the product of the orders of $p$ and $q$. Both $p^L$ and $q^L$ are the identity, so $|\alpha|=\chi(p^L)=\chi(q^L)=|\beta|$. Take any bijection $e_0:\alpha\to\beta$ and put $r=e_0^{-1}qe_0$. The powers of $r$ have the same characters as those of $q$, hence as those of $p$. By the single-set case $r=cpc^{-1}$ for some permutation $c$ of $\alpha$, and $e=e_0c$ satisfies

$$ep=e_0cp=e_0rc=qe_0c=qe.$$

Conversely, if $ep=qe$, then $ep^k=q^ke$ by induction on $k$. So $p^k$ fixes $a$ exactly when $q^k$ fixes $e(a)$, and the counts agree.

## The Lean file

```lean
import Mathlib

open Finset Equiv

namespace PermutationCharacter

variable {α β : Type*} [Fintype α] [DecidableEq α] [Fintype β] [DecidableEq β]

/-- The permutation character of a symmetry operation: the number of atoms it leaves in place. -/
def permCharacter (p : Perm α) : ℕ := (univ.filter fun a => p a = a).card

/-- The number of atoms that return to their place for the first time after `n` applications
of `p`. -/
noncomputable def periodCount (p : Perm α) (n : ℕ) : ℕ :=
  (univ.filter fun a => Function.minimalPeriod p a = n).card

/-- The permutation character is the trace of the matrix that permutes the atoms. -/
theorem trace_eq_permCharacter (p : Perm α) :
    Matrix.trace (Matrix.of fun i j => if p j = i then (1 : ℂ) else 0) = permCharacter p := by
  simp [Matrix.trace, permCharacter, Finset.sum_boole]

omit [Fintype α] [DecidableEq α] in
/-- An atom is left in place by `p ^ k` exactly when its period under `p` divides `k`. -/
theorem pow_apply_eq_self_iff (p : Perm α) (k : ℕ) (a : α) :
    (p ^ k) a = a ↔ Function.minimalPeriod p a ∣ k := by
  rw [← Function.isPeriodicPt_iff_minimalPeriod_dvd, Function.IsPeriodicPt,
    Function.IsFixedPt, Equiv.Perm.iterate_eq_pow]

/-- For `k ≥ 1`, the character of `p ^ k` counts the atoms whose period divides `k`. -/
theorem permCharacter_pow (p : Perm α) {k : ℕ} (hk : 1 ≤ k) :
    permCharacter (p ^ k) = ∑ d ∈ k.divisors, periodCount p d := by
  have hk0 : k ≠ 0 := by omega
  unfold permCharacter periodCount
  rw [Finset.card_eq_sum_card_fiberwise (f := fun a => Function.minimalPeriod p a)
    (t := k.divisors)]
  · refine Finset.sum_congr rfl fun d hd => ?_
    congr 1
    ext a
    simp only [mem_filter, mem_univ, true_and, pow_apply_eq_self_iff]
    exact ⟨fun h => h.2, fun h => ⟨h ▸ Nat.dvd_of_mem_divisors hd, h⟩⟩
  · intro a ha
    have ha' : (p ^ k) a = a := by simpa using ha
    exact Finset.mem_coe.2 (Nat.mem_divisors.2 ⟨(pow_apply_eq_self_iff p k a).1 ha', hk0⟩)

/-- If the characters of `p ^ k` and `q ^ k` agree for `1 ≤ k ≤ m`, then `p` and `q` have equally
many atoms of each period from `1` to `m`. -/
theorem periodCount_eq (p : Perm α) (q : Perm β) (m : ℕ)
    (h : ∀ k, 1 ≤ k → k ≤ m → permCharacter (p ^ k) = permCharacter (q ^ k)) :
    ∀ n, 1 ≤ n → n ≤ m → periodCount p n = periodCount q n := by
  intro n
  induction n using Nat.strong_induction_on with
  | _ n ih =>
    intro h1 hm
    have hn := h n h1 hm
    have hself : n ∉ n.properDivisors := by simp [Nat.mem_properDivisors]
    -- split off the atoms of period exactly `n`
    rw [permCharacter_pow p h1, permCharacter_pow q h1,
      ← Nat.insert_self_properDivisors (by omega : n ≠ 0),
      Finset.sum_insert hself, Finset.sum_insert hself] at hn
    have hrest : ∑ d ∈ n.properDivisors, periodCount p d
        = ∑ d ∈ n.properDivisors, periodCount q d := by
      refine Finset.sum_congr rfl fun d hd => ?_
      obtain ⟨hdvd, hlt⟩ := Nat.mem_properDivisors.1 hd
      exact ih d hlt (Nat.pos_of_dvd_of_pos hdvd (by omega)) (by omega)
    omega

/-- The period of an atom that is moved by `p` is the length of the cycle it lies on. -/
theorem minimalPeriod_eq_card (p : Perm α) {a : α} (ha : p a ≠ a) :
    Function.minimalPeriod p a = (p.cycleOf a).support.card := by
  have hc : (p.cycleOf a).IsCycle := Perm.isCycle_cycleOf p ha
  have hm : p.cycleOf a a ≠ a := by rwa [Perm.cycleOf_apply_self]
  have key : ∀ k, Function.minimalPeriod p a ∣ k ↔ (p.cycleOf a).support.card ∣ k := by
    intro k
    rw [← pow_apply_eq_self_iff, ← hc.orderOf, orderOf_dvd_iff_pow_eq_one,
      hc.pow_eq_one_iff' hm, Perm.cycleOf_pow_apply_self]
  exact Nat.dvd_antisymm ((key _).2 dvd_rfl) ((key _).1 dvd_rfl)

/-- For `n ≥ 2`, the atoms of period `n` are `n` times as many as the cycles of length `n`. -/
theorem periodCount_eq_mul (p : Perm α) {n : ℕ} (hn : 2 ≤ n) :
    periodCount p n = p.cycleType.count n * n := by
  have hmoved : ∀ a, Function.minimalPeriod p a = n → p a ≠ a := by
    intro a ha hfix
    have := Function.minimalPeriod_eq_one_iff_isFixedPt.2 (show Function.IsFixedPt p a from hfix)
    omega
  have hcount : p.cycleType.count n
      = (p.cycleFactorsFinset.filter fun c => n = c.support.card).card := by
    rw [Perm.cycleType_def, Multiset.count_map]
    rfl
  unfold periodCount
  -- sort the atoms by the cycle on which they lie
  rw [hcount, Finset.card_eq_sum_card_fiberwise (f := fun a => p.cycleOf a)
    (t := p.cycleFactorsFinset.filter fun c => n = c.support.card)]
  · refine Finset.sum_const_nat fun c hc => ?_
    obtain ⟨hcp, hcn⟩ := Finset.mem_filter.1 hc
    rw [hcn]
    congr 1
    ext a
    simp only [mem_filter, mem_univ, true_and]
    constructor
    · rintro ⟨h1, h2⟩
      rw [← h2, Perm.mem_support, Perm.cycleOf_apply_self]
      exact hmoved a (h1.trans hcn.symm)
    · intro ha
      have h2 : c = p.cycleOf a := Perm.cycle_is_cycleOf ha hcp
      have h3 : p a ≠ a := by
        rw [h2, Perm.mem_support, Perm.cycleOf_apply_self] at ha
        exact ha
      exact ⟨by rw [minimalPeriod_eq_card p h3, ← h2], h2.symm⟩
  · intro a ha
    have ha' : Function.minimalPeriod p a = n := by simpa using ha
    have h3 := hmoved a ha'
    exact Finset.mem_coe.2 (Finset.mem_filter.2
      ⟨Perm.cycleOf_mem_cycleFactorsFinset_iff.2 (Perm.mem_support.2 h3),
        by rw [← minimalPeriod_eq_card p h3, ha']⟩)

/-- Two permutations of the same atoms are conjugate if the characters of their `k`-th powers
agree for all `k` from `1` to the number of atoms. -/
theorem isConj_of_permCharacter (p q : Perm α)
    (h : ∀ k, 1 ≤ k → k ≤ Fintype.card α → permCharacter (p ^ k) = permCharacter (q ^ k)) :
    IsConj p q := by
  rw [Perm.isConj_iff_cycleType_eq]
  ext n
  by_cases hn : 2 ≤ n ∧ n ≤ Fintype.card α
  · have h1 := periodCount_eq p q _ h n (by omega) hn.2
    rw [periodCount_eq_mul p hn.1, periodCount_eq_mul q hn.1] at h1
    exact Nat.eq_of_mul_eq_mul_right (by omega) h1
  · -- `cycleType` lists no cycle of such a length
    have hz : ∀ r : Perm α, r.cycleType.count n = 0 := fun r =>
      Multiset.count_eq_zero.2 fun hr => hn ⟨Perm.two_le_of_mem_cycleType hr,
        (Perm.le_card_support_of_mem_cycleType hr).trans (Finset.card_le_univ _)⟩
    rw [hz p, hz q]

/-- If a relabelling of the atoms turns `p` into `q`, then `p ^ k` and `q ^ k` have the same
character. -/
theorem permCharacter_relabel (p : Perm α) (q : Perm β) (e : α ≃ β)
    (h : ∀ a, e (p a) = q (e a)) (k : ℕ) :
    permCharacter (p ^ k) = permCharacter (q ^ k) := by
  have hk : ∀ a, e ((p ^ k) a) = (q ^ k) (e a) := by
    induction k with
    | zero => intro a; simp
    | succ k ih => intro a; rw [pow_succ, pow_succ, Perm.mul_apply, Perm.mul_apply, ih, h]
  refine Finset.card_equiv e fun a => ?_
  simp only [mem_filter, mem_univ, true_and]
  rw [← hk a, e.injective.eq_iff]

/-- Symmetry operations `p` and `q` on two finite sets of atoms have equal characters for all
powers `k ≥ 1` exactly when a relabelling of the atoms turns `p` into `q`. -/
theorem permCharacter_eq_iff_relabelling (p : Perm α) (q : Perm β) :
    (∀ k, 1 ≤ k → permCharacter (p ^ k) = permCharacter (q ^ k)) ↔
      ∃ e : α ≃ β, ∀ a, e (p a) = q (e a) := by
  constructor
  · intro h
    -- a common power equal to the identity shows that the sets have equal size
    have hp : p ^ (orderOf p * orderOf q) = 1 := by
      rw [pow_mul, pow_orderOf_eq_one, one_pow]
    have hq : q ^ (orderOf p * orderOf q) = 1 := by
      rw [mul_comm, pow_mul, pow_orderOf_eq_one, one_pow]
    have hcard := h _ (Nat.mul_pos (orderOf_pos p) (orderOf_pos q))
    rw [hp, hq] at hcard
    have hcard' : Fintype.card α = Fintype.card β := by simpa [permCharacter] using hcard
    have e₀ : α ≃ β := Fintype.equivOfCardEq hcard'
    -- transport `q` to the first set and use conjugacy there
    obtain ⟨r, hr⟩ : ∃ r : Perm α, ∀ a, e₀ (r a) = q (e₀ a) :=
      ⟨(e₀.trans q).trans e₀.symm, fun a => by simp⟩
    obtain ⟨c, hc⟩ := isConj_iff.1 (isConj_of_permCharacter p r fun k hk _ =>
      (h k hk).trans (permCharacter_relabel r q e₀ hr k).symm)
    refine ⟨c.trans e₀, fun a => ?_⟩
    have hca : r (c a) = c (p a) := by rw [← hc]; simp
    rw [Equiv.trans_apply, Equiv.trans_apply, ← hr, hca]
  · rintro ⟨e, he⟩ k _
    exact permCharacter_relabel p q e he k

/-- The operation on six atoms that exchanges 0 with 1 and 2 with 3. -/
def opA : Perm (Fin 6) := swap 0 1 * swap 2 3

/-- The operation on six atoms that exchanges 0 with 2 and 1 with 3. -/
def opB : Perm (Fin 6) := swap 0 2 * swap 1 3

/-- The operation on six atoms that exchanges 0 with 1 and 4 with 5. -/
def opC : Perm (Fin 6) := swap 0 1 * swap 4 5

/-- With two commuting generators the character no longer suffices: the pairs `opA, opB` and
`opA, opC` have equal characters for all products of powers, but no relabelling turns one pair
into the other. -/
theorem two_generators_not_determined :
    (opA * opB = opB * opA ∧ opA * opC = opC * opA) ∧
    (∀ i j : ℕ, permCharacter (opA ^ i * opB ^ j) = permCharacter (opA ^ i * opC ^ j)) ∧
    ¬ ∃ e : Perm (Fin 6), (∀ a, e (opA a) = opA (e a)) ∧ ∀ a, e (opB a) = opC (e a) := by
  refine ⟨⟨by decide, by decide⟩, ?_, ?_⟩
  · -- powers of involutions depend only on the parity of the exponent
    have hpow : ∀ g h : Perm (Fin 6), g * g = 1 → h * h = 1 → ∀ i : ℕ,
        (g ^ i = 1 ∧ h ^ i = 1) ∨ (g ^ i = g ∧ h ^ i = h) := by
      intro g h hg hh i
      induction i with
      | zero => exact Or.inl ⟨pow_zero g, pow_zero h⟩
      | succ i ih =>
        rcases ih with ⟨h1, h2⟩ | ⟨h1, h2⟩
        · exact Or.inr ⟨by rw [pow_succ, h1, one_mul], by rw [pow_succ, h2, one_mul]⟩
        · exact Or.inl ⟨by rw [pow_succ, h1, hg], by rw [pow_succ, h2, hh]⟩
    intro i j
    rcases hpow opA opA (by decide) (by decide) i with ⟨h1, -⟩ | ⟨h1, -⟩ <;>
    rcases hpow opB opC (by decide) (by decide) j with ⟨h2, h3⟩ | ⟨h2, h3⟩ <;>
    rw [h1, h2, h3] <;> decide
  · -- atom 4 is fixed by both `opA` and `opB`; `opA` and `opC` share no fixed atom
    rintro ⟨e, hA, hB⟩
    have h1 := hA 4
    have h2 := hB 4
    rw [show opA 4 = 4 by decide] at h1
    rw [show opB 4 = 4 by decide] at h2
    have hno : ∀ y : Fin 6, ¬ (y = opA y ∧ y = opC y) := by decide
    exact hno (e 4) ⟨h1, h2⟩

end PermutationCharacter
```

```lean
#print axioms PermutationCharacter.trace_eq_permCharacter
#print axioms PermutationCharacter.permCharacter_eq_iff_relabelling
#print axioms PermutationCharacter.two_generators_not_determined
```

```
'PermutationCharacter.trace_eq_permCharacter' depends on axioms: [propext, Classical.choice, Quot.sound]
'PermutationCharacter.permCharacter_eq_iff_relabelling' depends on axioms: [propext, Classical.choice, Quot.sound]
'PermutationCharacter.two_generators_not_determined' depends on axioms: [propext, Classical.choice, Quot.sound]
```

## What the theorems say about atoms

The types `α` and `β` are finite sets of atom labels, and `Perm α` is the type of permutations of `α`. In a product of permutations the right factor acts first. The name `permCharacter` stands for a natural number attached to one permutation; textbooks use "permutation character" for the function that assigns this number to every element of a group. The theorem `trace_eq_permCharacter` identifies it with the trace of the complex matrix $P$ above.

The main theorem, `permCharacter_eq_iff_relabelling`, is the equivalence stated at the start. Its relabelling is an `e : α ≃ β`, a bijection together with its inverse. The theorem `isConj_of_permCharacter` is the single-set version with the bounded list of powers. Its conclusion `IsConj p q` means that $q=cpc^{-1}$ for some permutation $c$ of the atoms. This $c$ need not belong to the point group of the molecule, so the two operations may lie in different classes of that group.

The bounded list assumes one common set. If the sizes may differ, powers up to $|\alpha|$ are not enough: the identity on one atom and a permutation of three atoms that exchanges two of them both have character 1 at $k=1$.

The step left to the user is the one from coordinates to a permutation: a code must establish, within its tolerance, that the symmetry operation maps the atoms onto one another. The relabelling carries no distances or angles, and it may send a carbon to a hydrogen. If the counts agree for each element separately, applying the theorem element by element gives a relabelling that respects the elements.

The restriction to one generating operation matters, as `two_generators_not_determined` shows for six atoms. The pairs `opA`, `opB` and `opA`, `opC` each consist of commuting operations, and all products of their powers have equal characters. The first pair can be pictured as two perpendicular mirror planes, with two atoms on their common line and four off both planes. The second can be pictured as half turns about $z$ and $y$, acting on atoms at $\pm x,\pm y,\pm z$. The first pair has atoms fixed by both operations and the second has none, so no relabelling takes `opA` to `opA` and `opB` to `opC`.

## How Lean carries out the counting

The lemma `pow_apply_eq_self_iff` is the divisibility criterion for a fixed atom, with the period expressed by `Function.minimalPeriod`. In `permCharacter_pow`, the step `Finset.card_eq_sum_card_fiberwise` sorts the fixed atoms by period and produces the divisor sum. The lemma `periodCount_eq` runs the strong induction: it splits off the divisor $n$, uses the induction hypothesis for the smaller divisors, and lets `omega` cancel the equal sums.

To pass from periods to cycles, `minimalPeriod_eq_card` shows that the period of a moved atom and the length of its cycle divide the same numbers, so they are equal. Then `periodCount_eq_mul` sorts the atoms by cycle to obtain $N_n=n\,c_n$. It assumes $n\ge2$ because Mathlib's `cycleType` lists only cycles of length at least two.

The theorem `isConj_of_permCharacter` compares the cycle types length by length. Mathlib's `Perm.isConj_iff_cycleType_eq` then supplies the conjugating permutation, in place of the explicit pairing of cycles above. The lemma `permCharacter_relabel` is the converse count. The main theorem also uses it when it carries `q` over to the first set, after the common power `orderOf p * orderOf q` has shown that the sets have equal size.

In the six-atom example, each power of an involution is reduced to the identity or the involution itself. That leaves four combinations of exponents, which `decide` evaluates. The final contradiction follows atom 4, which `opA` and `opB` both fix: its image under a relabelling would have to be fixed by both `opA` and `opC`.
